# Projected gradient descent with a short enough fixed step converges on a box for a positive definite quadratic energy

Let $A$ be a real symmetric positive definite matrix with largest eigenvalue $L$, let $b$ be a vector, and let $0<t<2/L$. On a nonempty closed box, the energy

$$E(x)=\tfrac12\langle x,Ax\rangle-\langle b,x\rangle$$

has exactly one minimiser. Repeating a gradient step of length $t$, each time followed by clamping every coordinate to its bounds, converges to that minimiser from every start, inside or outside the box.

The physical problem is to relax a structure whose coordinates must stay within limits. Near a minimum with a positive definite Hessian $A$ the energy surface is roughly quadratic, with $b$ the force at the origin of coordinates. Positive definiteness excludes zero modes, such as the rigid translations of a free molecule in Cartesian coordinates; the theorem applies once the choice of coordinates has removed them. The result bears on bound-constrained geometry optimisation in this harmonic model, with finitely many coordinates and a constant Hessian. The step from here to a real molecule, whose Hessian changes along the path, is left open.

## Energy, box and step

The coordinates are labelled by a finite type `n`, so a geometry is a function `n → ℝ`.

```lean
import Mathlib

open Matrix Filter Topology

namespace ProjectedGradientDescent

noncomputable section

variable {n : Type*} [Fintype n]
```

In the energy, `⬝ᵥ` is the dot product and `*ᵥ` applies a matrix to a vector. The gradient is $Ax-b$.

```lean
/-- The quadratic energy `⟨x, A x⟩ / 2 - ⟨b, x⟩`. -/
def energy (A : Matrix n n ℝ) (b x : n → ℝ) : ℝ := (x ⬝ᵥ A *ᵥ x) / 2 - b ⬝ᵥ x
```

The box consists of all $x$ with $l_i\le x_i\le u_i$, written `Set.Icc l u`. The lower bound `l` is unrelated to the eigenvalue `L`. Clamping replaces $x_i$ by $\max(l_i,\min(x_i,u_i))$.

```lean
/-- Componentwise clamping of `x` to the bounds `l` and `u`. -/
def clamp (l u x : n → ℝ) : n → ℝ := fun i => max (l i) (min (x i) (u i))
```

One iteration is $x\mapsto P(x-t(Ax-b))$, where $P$ is the clamping.

```lean
/-- One step of projected gradient descent: a gradient step of length `t`, then clamping. -/
def step (A : Matrix n n ℝ) (b l u : n → ℝ) (t : ℝ) (x : n → ℝ) : n → ℝ :=
  clamp l u (x - t • (A *ᵥ x - b))
```

A minimiser is defined by comparing energies alone, with no reference to the algorithm.

```lean
/-- The point `x` lies in the box and no point of the box has lower energy. -/
def IsBoxMinimiser (A : Matrix n n ℝ) (b l u x : n → ℝ) : Prop :=
  x ∈ Set.Icc l u ∧ ∀ y ∈ Set.Icc l u, energy A b x ≤ energy A b y
```

## Clamping brings no two points further apart

For numbers $x_i,y_i$, cutting both off at $u_i$ cannot increase $|x_i-y_i|$, and neither can raising both to at least $l_i$. Squaring and summing over $i$ gives $\|P(x)-P(y)\|^2\le\|x-y\|^2$. The proof does the two cuts in `h2` and `h1`, and squares in `h3`.

```lean
/-- Clamping never increases the squared Euclidean distance between two points. -/
theorem clamp_nonexpansive (l u x y : n → ℝ) :
    (clamp l u x - clamp l u y) ⬝ᵥ (clamp l u x - clamp l u y) ≤ (x - y) ⬝ᵥ (x - y) := by
  simp only [dotProduct, Pi.sub_apply, clamp]
  refine Finset.sum_le_sum fun i _ => ?_
  have h1 := abs_max_sub_max_le_max (l i) (min (x i) (u i)) (l i) (min (y i) (u i))
  have h2 := abs_min_sub_min_le_max (x i) (u i) (y i) (u i)
  have h1' := h1.trans (max_le (by simp) le_rfl)
  have h2' := h2.trans (max_le le_rfl (by simp))
  have h3 := sq_le_sq.2 (h1'.trans h2')
  rwa [pow_two, pow_two] at h3
```

## The quadratic expansion is exact

Expanding $E(x+d)$ produces the cross terms $\tfrac12(\langle x,Ad\rangle+\langle d,Ax\rangle)$. By symmetry they are equal (the step `s`), so

$$E(x+d)=E(x)+\langle Ax-b,d\rangle+\tfrac12\langle d,Ad\rangle .$$

```lean
/-- For symmetric `A`, the energy after a displacement `d` is the old energy plus the
gradient term plus half the curvature term. -/
theorem energy_add {A : Matrix n n ℝ} (hA : Aᵀ = A) (b x d : n → ℝ) :
    energy A b (x + d) = energy A b x + (A *ᵥ x - b) ⬝ᵥ d + (d ⬝ᵥ A *ᵥ d) / 2 := by
  have s : x ⬝ᵥ A *ᵥ d = d ⬝ᵥ A *ᵥ x := by
    rw [Matrix.dotProduct_mulVec, ← Matrix.mulVec_transpose, hA, dotProduct_comm]
  simp only [energy, Matrix.mulVec_add, add_dotProduct, dotProduct_add, sub_dotProduct]
  rw [dotProduct_comm (A *ᵥ x) d]
  linear_combination (1 / 2) * s
```

## The free gradient step contracts every mode

Let $e_i$ be orthonormal eigenvectors of $A$ with eigenvalues $\lambda_i$. Then

$$\langle e_i,v-tAv\rangle=(1-t\lambda_i)\langle e_i,v\rangle .$$

Since $0<t\lambda_i\le tL<2$, each factor satisfies $(1-t\lambda_i)^2=1-t\lambda_i(2-t\lambda_i)<1$. Let $q$ be the largest of these squares. Parseval's identity gives

$$\|v-tAv\|^2=\sum_i(1-t\lambda_i)^2\langle e_i,v\rangle^2\le q\|v\|^2 .$$

In Lean, `IsGreatest (spectrum ℝ A) L` says that $L$ is the largest eigenvalue, `pars` is Parseval's identity and `hc` is the action of $A$ on one mode. The index `j` marks the mode that sets $q$.

```lean
/-- For a positive definite Hessian with largest eigenvalue `L` and `0 < t < 2 / L`, the map
`v ↦ v - t A v` takes every vector to one whose squared length is at most `q` times the original,
with a common `q` satisfying `0 ≤ q < 1`. -/
theorem gradient_contracts [DecidableEq n] {A : Matrix n n ℝ} (hA : A.PosDef) {L t : ℝ}
    (hL : IsGreatest (spectrum ℝ A) L) (ht : 0 < t) (htL : t < 2 / L) :
    ∃ q : ℝ, 0 ≤ q ∧ q < 1 ∧
      ∀ v : n → ℝ, (v - t • A *ᵥ v) ⬝ᵥ (v - t • A *ᵥ v) ≤ q * (v ⬝ᵥ v) := by
  have hH := hA.isHermitian
  have hT : Aᵀ = A := (Matrix.conjTranspose_eq_transpose_of_trivial A).symm.trans hH.eq
  rcases isEmpty_or_nonempty n with hn | hn
  · exact ⟨0, le_rfl, one_pos, fun v => by simp [dotProduct]⟩
  -- the slowest eigenmode sets the factor
  obtain ⟨j, hj⟩ := Finite.exists_max fun i => (1 - t * hH.eigenvalues i) ^ 2
  have hLpos : 0 < L := (hA.eigenvalues_pos j).trans_le
    (hL.2 (hH.eigenvalues_mem_spectrum_real j))
  refine ⟨(1 - t * hH.eigenvalues j) ^ 2, sq_nonneg _, ?_, fun v => ?_⟩
  · have h1 : 0 < t * hH.eigenvalues j := mul_pos ht (hA.eigenvalues_pos j)
    have h2 : t * hH.eigenvalues j ≤ t * L :=
      mul_le_mul_of_nonneg_left (hL.2 (hH.eigenvalues_mem_spectrum_real j)) ht.le
    have h3 : t * L < 2 := (lt_div_iff₀ hLpos).1 htL
    nlinarith [mul_pos h1 (sub_pos.2 (h2.trans_lt h3))]
  · -- Parseval's identity in the eigenbasis
    have pars : ∀ w : n → ℝ,
        ∑ i, ((hH.eigenvectorBasis i).ofLp ⬝ᵥ w) ^ 2 = w ⬝ᵥ w := by
      intro w
      have h := hH.eigenvectorBasis.sum_sq_norm_inner_right (WithLp.toLp 2 w)
      simp only [EuclideanSpace.norm_sq_eq, Real.norm_eq_abs, sq_abs, PiLp.inner_apply,
        RCLike.inner_apply, conj_trivial] at h
      calc _ = ∑ i, (∑ k, w k * (hH.eigenvectorBasis i).ofLp k) ^ 2 := by
            simp only [dotProduct, mul_comm]
        _ = ∑ k, w k ^ 2 := h
        _ = _ := by simp only [dotProduct, pow_two]
    rw [← pars, ← pars v, Finset.mul_sum]
    refine Finset.sum_le_sum fun i _ => ?_
    have hc : (hH.eigenvectorBasis i).ofLp ⬝ᵥ (A *ᵥ v)
        = hH.eigenvalues i * ((hH.eigenvectorBasis i).ofLp ⬝ᵥ v) := by
      rw [Matrix.dotProduct_mulVec, ← Matrix.mulVec_transpose, hT,
        hH.mulVec_eigenvectorBasis, smul_dotProduct, smul_eq_mul]
    rw [dotProduct_sub, dotProduct_smul, hc, smul_eq_mul]
    calc _ = (1 - t * hH.eigenvalues i) ^ 2
          * ((hH.eigenvectorBasis i).ofLp ⬝ᵥ v) ^ 2 := by ring
      _ ≤ _ := mul_le_mul_of_nonneg_right (hj i) (sq_nonneg _)
```

## Fixed points are minimisers

Take one coordinate $x$ with slope $g$. If $g<0$, the step pushes $x$ upwards, so $x$ stays put only at the upper bound $u$. If $g>0$, it stays put only at $l$. If $g=0$, any $x$ within the bounds stays. All three cases say that $l\le x\le u$ and that $g(z-x)\ge0$ for every allowed $z$. The proof splits on the sign of $g$ in both directions.

```lean
/-- In one coordinate with `l ≤ u` and `t > 0`, a clamped step against the slope `g` leaves `x`
in place exactly when `x` is within the bounds and no allowed move goes downhill. -/
theorem clamp_fixed_iff {l u t x g : ℝ} (hlu : l ≤ u) (ht : 0 < t) :
    max l (min (x - t * g) u) = x ↔
      (l ≤ x ∧ x ≤ u) ∧ ∀ z, l ≤ z → z ≤ u → 0 ≤ g * (z - x) := by
  constructor
  · intro h
    have h1 : l ≤ x := (le_max_left _ _).trans_eq h
    have h2 : x ≤ u := h.symm.trans_le (max_le hlu (min_le_right _ _))
    refine ⟨⟨h1, h2⟩, fun z hz hz' => ?_⟩
    rcases lt_trichotomy g 0 with hg | hg | hg
    · have h3 : min (x - t * g) u ≤ x := (le_max_right _ _).trans_eq h
      have h4 := mul_neg_of_pos_of_neg ht hg
      have h5 : u ≤ x := by rcases min_le_iff.1 h3 with h | h <;> linarith
      nlinarith [mul_nonneg (neg_nonneg.2 hg.le) (sub_nonneg.2 (hz'.trans h5))]
    · simp [hg]
    · have h4 := mul_pos ht hg
      have h5 : x ≤ l := by
        rcases le_max_iff.1 h.ge with h | h
        · exact h
        · linarith [h.trans (min_le_left _ _)]
      exact mul_nonneg hg.le (by linarith)
  · rintro ⟨⟨h1, h2⟩, h⟩
    rcases lt_trichotomy g 0 with hg | hg | hg
    · have h3 : u ≤ x := by
        by_contra hc
        nlinarith [h u hlu le_rfl, mul_pos (neg_pos.2 hg) (sub_pos.2 (not_le.1 hc))]
      have h4 : u ≤ x - t * g := by linarith [mul_neg_of_pos_of_neg ht hg]
      rw [min_eq_right h4, max_eq_right hlu]
      exact le_antisymm h3 h2
    · rw [hg, mul_zero, sub_zero, min_eq_left h2, max_eq_right h1]
    · have h3 : x ≤ l := by
        by_contra hc
        nlinarith [h l le_rfl hlu, mul_pos hg (sub_pos.2 (not_le.1 hc))]
      have h4 : x - t * g ≤ l := by linarith [mul_pos ht hg]
      rw [max_eq_left ((min_le_left _ _).trans h4)]
      exact le_antisymm h1 h3
```

Now take all coordinates, with $g=Ax-b$. If $x$ is fixed and $y$ is in the box, then $\langle g,y-x\rangle\ge0$ term by term, and the expansion gives

$$E(y)=E(x)+\langle g,y-x\rangle+\tfrac12\langle y-x,A(y-x)\rangle\ge E(x).$$

Conversely, let $x$ be a minimiser and suppose that some allowed value $z$ of coordinate $i$ has $G=g_i(z-x_i)<0$. Let $d$ have the single component $d_i=z-x_i$, and put $c=\langle d,Ad\rangle\ge0$ and $s=-G/(-G+c)$. Then $0<s\le1$, so $x+sd$ lies in the box. Because $sc=-G(1-s)$,

$$E(x+sd)-E(x)=sG+\tfrac12s^2c=\tfrac12s(1+s)G<0,$$

a contradiction. Only $c\ge0$ was used, so positive semidefinite $A$ suffices here.

```lean
/-- For a positive semidefinite Hessian, a nonempty box and `t > 0`, the points left in place
by the projected gradient step are exactly the minimisers of the energy on the box. -/
theorem step_eq_self_iff [DecidableEq n] {A : Matrix n n ℝ} (hA : A.PosSemidef)
    {b l u x : n → ℝ} {t : ℝ} (hlu : l ≤ u) (ht : 0 < t) :
    step A b l u t x = x ↔ IsBoxMinimiser A b l u x := by
  have hT : Aᵀ = A :=
    (Matrix.conjTranspose_eq_transpose_of_trivial A).symm.trans hA.isHermitian.eq
  have hpos : ∀ d : n → ℝ, 0 ≤ d ⬝ᵥ A *ᵥ d := fun d => by
    simpa using hA.dotProduct_mulVec_nonneg d
  have key : step A b l u t x = x ↔ ∀ i, (l i ≤ x i ∧ x i ≤ u i) ∧
      ∀ z, l i ≤ z → z ≤ u i → 0 ≤ (A *ᵥ x - b) i * (z - x i) := by
    rw [funext_iff]
    exact forall_congr' fun i =>
      clamp_fixed_iff (x := x i) (g := (A *ᵥ x - b) i) (hlu i) ht
  rw [key]
  constructor
  · intro h
    refine ⟨⟨fun i => (h i).1.1, fun i => (h i).1.2⟩, fun y hy => ?_⟩
    have e := energy_add hT b x (y - x)
    rw [add_sub_cancel] at e
    have h1 : 0 ≤ (A *ᵥ x - b) ⬝ᵥ (y - x) :=
      Finset.sum_nonneg fun i _ => (h i).2 (y i) (hy.1 i) (hy.2 i)
    linarith [hpos (y - x)]
  · rintro ⟨hx, hmin⟩ i
    refine ⟨⟨hx.1 i, hx.2 i⟩, fun z hz hz' => ?_⟩
    by_contra hneg
    obtain ⟨d, hd⟩ : ∃ d : n → ℝ, d = Pi.single i (z - x i) := ⟨_, rfl⟩
    have hG : (A *ᵥ x - b) ⬝ᵥ d < 0 := by
      rw [hd, dotProduct_single]
      exact not_le.1 hneg
    have hc := hpos d
    have e := fun s : ℝ => energy_add hT b x (s • d)
    simp only [Matrix.mulVec_smul, dotProduct_smul, smul_dotProduct, smul_eq_mul] at e
    generalize (A *ᵥ x - b) ⬝ᵥ d = G at hG e
    generalize d ⬝ᵥ A *ᵥ d = c at hc e
    -- a short enough move along the downhill coordinate lowers the energy
    have hp : 0 < -G + c := by linarith
    obtain ⟨s, hs⟩ : ∃ s, s = -G / (-G + c) := ⟨_, rfl⟩
    have hs0 : 0 < s := hs ▸ div_pos (neg_pos.2 hG) hp
    have hs1 : s ≤ 1 := hs ▸ (div_le_one hp).2 (by linarith)
    have hs2 : s * (-G + c) = -G := by rw [hs, div_mul_cancel₀ _ hp.ne']
    have hm : ∀ j, l j ≤ x j + s * d j ∧ x j + s * d j ≤ u j := by
      intro j
      by_cases hj : j = i
      · have hdi : d i = z - x i := by simp [hd]
        rw [hj, hdi]
        have h1 := sub_nonneg.2 hs1
        constructor
        · nlinarith [mul_nonneg hs0.le (sub_nonneg.2 hz),
            mul_nonneg h1 (sub_nonneg.2 (hx.1 i))]
        · nlinarith [mul_nonneg hs0.le (sub_nonneg.2 hz'),
            mul_nonneg h1 (sub_nonneg.2 (hx.2 i))]
      · have hdj : d j = 0 := by simp [hd, hj]
        rw [hdj, mul_zero, add_zero]
        exact ⟨hx.1 j, hx.2 j⟩
    have h1 := hmin (x + s • d) ⟨fun j => (hm j).1, fun j => (hm j).2⟩
    have h2 : s * G + s * (s * c) / 2 = s * (1 + s) * G / 2 := by
      linear_combination (s / 2) * hs2
    have h3 : s * (1 + s) * G < 0 := mul_neg_of_pos_of_neg (by positivity) hG
    linarith [e s]
```

## Convergence from every start

The box is compact and $E$ is continuous, so a minimiser $x$ exists, and it is a fixed point. For any $y$, subtracting the two free steps cancels $b$ and leaves $(y-x)-tA(y-x)$. Clamping and contraction together give

$$\|P(y-t(Ay-b))-x\|^2\le q\|y-x\|^2 .$$

After $k$ steps from $x_0$ the squared error is at most $q^k\|x_0-x\|^2$, which tends to zero, and so does the error in each coordinate. A second minimiser would be a fixed point as well; its constant trajectory must converge to $x$, so it equals $x$.

These are `hstep`, `hk` and the closing lines of the proof. The hypothesis `hA : A.PosDef` includes symmetry, and `hlu : l ≤ u` makes the box nonempty while allowing frozen coordinates with $l_i=u_i$. The theorem states convergence; the geometric rate appears only inside its proof.

```lean
/-- Let `A` be positive definite with largest eigenvalue `L`, let `0 < t < 2 / L`, and let the
box be nonempty. Then the energy has exactly one minimiser on the box, and projected gradient
descent converges to it from every starting point. -/
theorem projected_gradient_converges [DecidableEq n] {A : Matrix n n ℝ} (hA : A.PosDef)
    {L t : ℝ} (hL : IsGreatest (spectrum ℝ A) L) (ht : 0 < t) (htL : t < 2 / L)
    (b : n → ℝ) {l u : n → ℝ} (hlu : l ≤ u) :
    ∃ x, IsBoxMinimiser A b l u x ∧ (∀ y, IsBoxMinimiser A b l u y → y = x) ∧
      ∀ x₀, Tendsto (fun k : ℕ => (step A b l u t)^[k] x₀) atTop (𝓝 x) := by
  -- the box is compact, so a minimiser exists
  have hcont : Continuous (energy A b) := by
    unfold energy
    simp only [dotProduct, Matrix.mulVec]
    fun_prop
  obtain ⟨x, hx, hmin⟩ :=
    isCompact_Icc.exists_isMinOn (Set.nonempty_Icc.2 hlu) hcont.continuousOn
  have hxm : IsBoxMinimiser A b l u x := ⟨hx, fun y hy => hmin hy⟩
  have hfix := (step_eq_self_iff hA.posSemidef hlu ht).2 hxm
  obtain ⟨q, hq0, hq1, hq⟩ := gradient_contracts hA hL ht htL
  have hstep : ∀ y, (step A b l u t y - x) ⬝ᵥ (step A b l u t y - x)
      ≤ q * ((y - x) ⬝ᵥ (y - x)) := by
    intro y
    have h1 := clamp_nonexpansive l u (y - t • (A *ᵥ y - b)) (x - t • (A *ᵥ x - b))
    have h2 : y - t • (A *ᵥ y - b) - (x - t • (A *ᵥ x - b))
        = (y - x) - t • A *ᵥ (y - x) := by
      rw [Matrix.mulVec_sub]
      module
    rw [h2] at h1
    change (step A b l u t y - step A b l u t x) ⬝ᵥ
      (step A b l u t y - step A b l u t x) ≤ _ at h1
    rw [hfix] at h1
    exact h1.trans (hq (y - x))
  have hconv : ∀ x₀, Tendsto (fun k : ℕ => (step A b l u t)^[k] x₀) atTop (𝓝 x) := by
    intro x₀
    -- the squared error decays geometrically
    have hk : ∀ k : ℕ, ((step A b l u t)^[k] x₀ - x) ⬝ᵥ ((step A b l u t)^[k] x₀ - x)
        ≤ q ^ k * ((x₀ - x) ⬝ᵥ (x₀ - x)) := by
      intro k
      induction k with
      | zero => simp
      | succ k ih =>
        rw [Function.iterate_succ_apply', pow_succ', mul_assoc]
        exact (hstep _).trans (mul_le_mul_of_nonneg_left ih hq0)
    have hlim : Tendsto (fun k : ℕ => q ^ k * ((x₀ - x) ⬝ᵥ (x₀ - x))) atTop (𝓝 0) := by
      simpa using (tendsto_pow_atTop_nhds_zero_of_lt_one hq0 hq1).mul_const
        ((x₀ - x) ⬝ᵥ (x₀ - x))
    refine tendsto_pi_nhds.2 fun i => ?_
    have hsq : Tendsto (fun k : ℕ => ((step A b l u t)^[k] x₀ i - x i) ^ 2) atTop (𝓝 0) := by
      refine squeeze_zero (fun k => sq_nonneg _) (fun k => ?_) hlim
      refine le_trans ?_ (hk k)
      rw [pow_two]
      exact Finset.single_le_sum
        (f := fun j => ((step A b l u t)^[k] x₀ - x) j * ((step A b l u t)^[k] x₀ - x) j)
        (fun j _ => mul_self_nonneg _) (Finset.mem_univ i)
    have habs := hsq.sqrt
    simp only [Real.sqrt_sq_eq_abs, Real.sqrt_zero] at habs
    exact tendsto_iff_norm_sub_tendsto_zero.2 habs
  refine ⟨x, hxm, fun y hy => ?_, hconv⟩
  -- another minimiser would be a constant trajectory converging to `x`
  have hyfix := (step_eq_self_iff hA.posSemidef hlu ht).2 hy
  have h := hconv y
  simp only [Function.iterate_fixed hyfix] at h
  exact tendsto_nhds_unique tendsto_const_nhds h
```

## At the critical step length the iteration can oscillate

The condition $t<2/L$ cannot be relaxed to $t\le2/L$. Take $A=a\mathbf 1$ with $a>0$, $b=0$ and the box $[-1,1]^n$. With $t=2/a$ the free step from a point $x$ of the box gives $x-2x=-x$, which is again in the box. A nonzero start in the box therefore jumps between $x$ and $-x$ forever, while the minimiser is $0$.

```lean
/-- For the isotropic Hessian `a • 1` with `a > 0`, zero force `b` and the box `[-1, 1]ⁿ`, the
step length `t = 2 / a` sends every point of the box to its mirror image. -/
theorem oscillation_at_critical_step [DecidableEq n] {a : ℝ} (ha : 0 < a) {x : n → ℝ}
    (hx : ∀ i, |x i| ≤ 1) :
    step (Matrix.diagonal fun _ => a) 0 (fun _ => -1) (fun _ => 1) (2 / a) x = -x := by
  funext i
  change max (-1) (min (x i - 2 / a * ((Matrix.diagonal (fun _ => a) *ᵥ x) i - 0)) 1) = -x i
  have h1 : 2 / a * (a * x i) = 2 * x i := by field_simp
  have h2 : x i - 2 * x i = -x i := by ring
  obtain ⟨h3, h4⟩ := abs_le.1 (hx i)
  have h5 : -x i ≤ 1 := by linarith
  have h6 : -1 ≤ -x i := by linarith
  rw [Matrix.mulVec_diagonal, sub_zero, h1, h2, min_eq_left h5, max_eq_right h6]
```

## Relaxing freely and clamping once can miss the minimum

Let $A=\begin{pmatrix}2&1\\1&2\end{pmatrix}$ and $b=(4,2)$. The free stationary point is $(2,0)$, and clamping it to the unit square gives $(1,0)$, with energy $-3$. The point $(1,\tfrac12)$ has energy $-3.25$. Once the first coordinate is held at its bound, the coupling shifts the best value of the second.

```lean
/-- Two coupled coordinates on the unit square: the stationary point `(2, 0)` of the energy is
clamped to `(1, 0)`, but the point `(1, 1/2)` of the square has lower energy. -/
theorem clamped_stationary_point_not_optimal :
    !![2, 1; 1, 2] *ᵥ ![2, 0] = (![4, 2] : Fin 2 → ℝ) ∧
    clamp ![0, 0] ![1, 1] ![2, 0] = (![1, 0] : Fin 2 → ℝ) ∧
    (![1, 1 / 2] : Fin 2 → ℝ) ∈ Set.Icc ![0, 0] ![1, 1] ∧
    energy !![2, 1; 1, 2] ![4, 2] ![1, 1 / 2] < energy !![2, 1; 1, 2] ![4, 2] ![1, 0] := by
  refine ⟨?_, ?_, ⟨?_, ?_⟩, ?_⟩
  · ext i
    fin_cases i <;> norm_num [Matrix.mulVec, dotProduct, Fin.sum_univ_two]
  · ext i
    fin_cases i <;> norm_num [clamp]
  · intro i
    fin_cases i <;> norm_num
  · intro i
    fin_cases i <;> norm_num
  · norm_num [energy, Matrix.mulVec, dotProduct, Fin.sum_univ_two]

end

end ProjectedGradientDescent
```

```lean
#print axioms ProjectedGradientDescent.projected_gradient_converges
#print axioms ProjectedGradientDescent.oscillation_at_critical_step
#print axioms ProjectedGradientDescent.clamped_stationary_point_not_optimal
```

```
'ProjectedGradientDescent.projected_gradient_converges' depends on axioms: [propext, Classical.choice, Quot.sound]
'ProjectedGradientDescent.oscillation_at_critical_step' depends on axioms: [propext, Classical.choice, Quot.sound]
'ProjectedGradientDescent.clamped_stationary_point_not_optimal' depends on axioms: [propext, Classical.choice, Quot.sound]
```
